# The One-Sided Radial Kernel Coupling Ranks \(k-1\) and \(k+1\) in the Breit Gauge Term

Two electrons in a heavy atom interact magnetically as well as electrostatically. In Coulomb gauge, with the frequency of the exchanged photon neglected and in atomic units, the interaction added to the Coulomb repulsion \(1/r_{12}\), called the Breit interaction, is

\[
-\frac{\boldsymbol\alpha_1\cdot\boldsymbol\alpha_2}{r_{12}}-\tfrac12(\boldsymbol\alpha_1\cdot\nabla_1)(\boldsymbol\alpha_2\cdot\nabla_2)\,r_{12},
\]

where \(\boldsymbol\alpha_i\) are the Dirac matrices of electron \(i\) and \(r_{12}\) is the distance between the electrons. The second part is the gauge term. To integrate it over atomic orbitals one expands \(r_{12}\) in multipoles. Each gradient then turns a multipole of rank \(k\ge1\) into parts of rank \(k-1\) and \(k+1\). What radial function is left when one electron receives rank \(k-1\) and the other rank \(k+1\)?

Let \(r\) and \(s\) be the radii of electrons 1 and 2, and let \(\theta\) be the angle between their position vectors. Then \(r_{12}=\sum_k g_k(r_<,r_>)P_k(\cos\theta)\), with \(P_k\) the Legendre polynomials, \(r_<\) and \(r_>\) the smaller and larger radius, and

\[
g_k(a,b)=\frac{a^{k+2}}{(2k+3)\,b^{k+1}}-\frac{a^k}{(2k-1)\,b^{k-1}} .
\]

Up to angular coefficients, the gradient acts on the radial factor as \(d/dx+(k+1)/x\) for the part of rank \(k-1\) and as \(d/dx-k/x\) for the part of rank \(k+1\). The claim is that, for \(r\neq s\),

\[
\Big(\frac{d}{dr}+\frac{k+1}{r}\Big)\Big(\frac{d}{ds}-\frac ks\Big)g_k(r_<,r_>)=
\begin{cases}(2k+1)\Big(\dfrac{r^{k-1}}{s^k}-\dfrac{r^{k+1}}{s^{k+2}}\Big)&r<s,\\[2mm]0&s<r.\end{cases}
\]

## Each power picks up a factor

Everything follows from one rule:

\[
\Big(\frac{d}{dx}+\frac cx\Big)x^m=(m+c)\,x^{m-1}.
\]

Take \(r<s\), so that the function is \(g_k(r,s)\). The operator in \(s\) has \(c=-k\). It multiplies \(s^{-(k+1)}\) by \(-(2k+1)\) and \(s^{1-k}\) by \(-(2k-1)\), which gives

\[
\Big(\frac{d}{ds}-\frac ks\Big)g_k(r,s)=-\frac{2k+1}{2k+3}\,\frac{r^{k+2}}{s^{k+2}}+\frac{r^k}{s^k}.
\]

The operator in \(r\) has \(c=k+1\). It multiplies \(r^{k+2}\) by \(2k+3\) and \(r^k\) by \(2k+1\):

\[
-(2k+1)\frac{r^{k+1}}{s^{k+2}}+(2k+1)\frac{r^{k-1}}{s^k}.
\]

This is the first case: a difference of the Coulomb multipoles of ranks \(k-1\) and \(k+1\).

Now take \(s<r\). The function is

\[
g_k(s,r)=\frac{s^{k+2}}{(2k+3)\,r^{k+1}}-\frac{s^k}{(2k-1)\,r^{k-1}} .
\]

The operator in \(r\) multiplies \(r^{-(k+1)}\) by \(-(k+1)+(k+1)=0\), which removes the first term. The operator in \(s\) multiplies \(s^k\) by \(k-k=0\), which removes the second. With the names of the radii exchanged, the same cancellation reads \((d/dr-k/r)(d/ds+(k+1)/s)\,g_k(r,s)=0\).

The first derivatives of \(g_k(r_<,r_>)\) are continuous across \(r=s\), so the second derivative taken here has no delta function on that line. For the zero-frequency Breit interaction, the double radial integral of this channel therefore has contributions only from \(r<s\).

## Operators and radial functions in Lean

```lean
import Mathlib

open Filter Topology

namespace BreitGaugeKernel

noncomputable section
```

The radial gradient takes the constant \(c\) as a parameter, so one definition serves both changes of rank.

```lean
/-- The radial gradient operator `d/dx + c/x`, for `x ≠ 0`. -/
def radialGrad (c : ℝ) (f : ℝ → ℝ) (x : ℝ) : ℝ := deriv f x + c / x * f x
```

For two electrons, the operator with constant `d` acts in \(s\) while the first radius is held fixed; the operator with constant `c` then acts in \(r\). In the docstring below, `d/dr` and `d/ds` are derivatives, while the `d` in `d/s` is the constant.

```lean
/-- The operator `(d/dr + c/r)(d/ds + d/s)` acting on a function of two electron radii,
for nonzero `r` and `s`. -/
def twoGrad (c d : ℝ) (G : ℝ → ℝ → ℝ) (r s : ℝ) : ℝ :=
  radialGrad c (fun x => radialGrad d (fun y => G x y) s) r
```

The rank `k` is an integer and the powers are integer powers, so negative exponents need no separate treatment. Physical ranks start at \(k=0\), and the mixed coupling needs \(k\ge1\), since there is no multipole of rank \(-1\). The identities themselves hold for every integer \(k\), because \(2k+3\) and \(2k-1\) are odd and never vanish.

```lean
/-- The rank-`k` radial part of the distance `r12`, with inner radius `a` and outer
radius `b ≠ 0`. -/
def r12Inner (k : ℤ) (a b : ℝ) : ℝ :=
  a ^ (k + 2) / ((2 * k + 3) * b ^ (k + 1)) - a ^ k / ((2 * k - 1) * b ^ (k - 1))
```

`r12Inner` is \(g_k(a,b)\), and `r12Radial` inserts the smaller and the larger radius. That these functions are the multipole components of \(r_{12}\) is built into the definitions and not proved here.

```lean
/-- The rank-`k` radial part of `r12` for two electrons at positive radii `r` and `s`,
in either order. -/
def r12Radial (k : ℤ) (r s : ℝ) : ℝ := r12Inner k (min r s) (max r s)
```

## The power rule and locality

The first lemma is the rule for powers, applied to a sum of two of them. Mathlib's derivative of an integer power requires \(x\neq0\) or a nonnegative exponent; the hypothesis `hx` supplies the first, and `ring` collects the factors.

```lean
/-- The radial gradient lowers each power by one and multiplies it by its exponent plus `c`. -/
theorem radialGrad_two_powers (c A B : ℝ) (m n : ℤ) {x : ℝ} (hx : x ≠ 0) :
    radialGrad c (fun y => A * y ^ m + B * y ^ n) x
      = (m + c) * A * x ^ (m - 1) + (n + c) * B * x ^ (n - 1) := by
  have h := ((hasDerivAt_zpow m x (Or.inl hx)).const_mul A).fun_add
    ((hasDerivAt_zpow n x (Or.inl hx)).const_mul B)
  simp only [radialGrad]
  rw [h.deriv]
  simp only [zpow_sub_one₀ hx]
  ring
```

The next two lemmas say that the operators are local: functions that agree near a point have the same radial gradient there, and likewise for the two-electron operator.

```lean
/-- The radial gradient at a point depends only on the function near that point. -/
theorem radialGrad_congr (c : ℝ) {f g : ℝ → ℝ} {x : ℝ} (h : f =ᶠ[𝓝 x] g) :
    radialGrad c f x = radialGrad c g x := by
  simp only [radialGrad]
  rw [h.deriv_eq, h.eq_of_nhds]

/-- The two-electron operator depends only on the function near the pair of radii. -/
theorem twoGrad_congr (c d : ℝ) {G H : ℝ → ℝ → ℝ} {r s : ℝ}
    (h : ∀ᶠ x in 𝓝 r, ∀ᶠ y in 𝓝 s, G x y = H x y) :
    twoGrad c d G r s = twoGrad c d H r s := by
  unfold twoGrad
  apply radialGrad_congr
  filter_upwards [h] with x hx
  exact radialGrad_congr d hx
```

## Closed form for all four channels

Applying the power rule first in \(s\) and then in \(r\) gives the action on two products of powers. The auxiliary equation `h` records the intermediate function of \(r\), which is again a sum of two powers.

```lean
/-- Action of the two-electron operator on a sum of two products of powers. -/
theorem twoGrad_two_monomials (c d A B : ℝ) (m n p q : ℤ) {r s : ℝ}
    (hr : r ≠ 0) (hs : s ≠ 0) :
    twoGrad c d (fun x y => A * x ^ m * y ^ n + B * x ^ p * y ^ q) r s
      = (m + c) * (n + d) * A * r ^ (m - 1) * s ^ (n - 1)
        + (p + c) * (q + d) * B * r ^ (p - 1) * s ^ (q - 1) := by
  -- differentiate in `s` first; the result is again a sum of two powers of `r`
  have h : (fun x : ℝ => radialGrad d (fun y => A * x ^ m * y ^ n + B * x ^ p * y ^ q) s)
      = fun x => ((n + d) * A * s ^ (n - 1)) * x ^ m + ((q + d) * B * s ^ (q - 1)) * x ^ p := by
    funext x
    rw [radialGrad_two_powers d (A * x ^ m) (B * x ^ p) n q hs]
    ring
  unfold twoGrad
  rw [h, radialGrad_two_powers _ _ _ _ _ hr]
  ring
```

To use this, \(g_k\) is rewritten with its denominators as negative exponents. The result is a formula valid for any constants \(c\) and \(d\).

```lean
/-- The radial part of `r12` written as a sum of two products of powers. -/
theorem r12Inner_eq (k : ℤ) (a b : ℝ) :
    r12Inner k a b = 1 / (2 * k + 3) * a ^ (k + 2) * b ^ (-(k + 1))
      + -(1 / (2 * k - 1)) * a ^ k * b ^ (1 - k) := by
  rw [show 1 - k = -(k - 1) by ring]
  simp only [r12Inner, zpow_neg, div_eq_mul_inv, mul_inv]
  ring

/-- Closed form of `twoGrad c d` on `r12Inner k`, with `r` in the inner and `s` in the outer
position, for all `c` and `d` and nonzero `r` and `s`. -/
theorem twoGrad_r12Inner (k : ℤ) (c d : ℝ) {r s : ℝ} (hr : r ≠ 0) (hs : s ≠ 0) :
    twoGrad c d (r12Inner k) r s
      = (k + 2 + c) * (d - k - 1) / (2 * k + 3) * (r ^ (k + 1) / s ^ (k + 2))
        - (k + c) * (d + 1 - k) / (2 * k - 1) * (r ^ (k - 1) / s ^ k) := by
  have h : r12Inner k = fun a b => 1 / (2 * (k : ℝ) + 3) * a ^ (k + 2) * b ^ (-(k + 1))
      + -(1 / (2 * (k : ℝ) - 1)) * a ^ k * b ^ (1 - k) := by
    funext a b
    exact r12Inner_eq k a b
  rw [h, twoGrad_two_monomials _ _ _ _ _ _ _ _ hr hs, show k + 2 - 1 = k + 1 by ring,
    show -(k + 1) - 1 = -(k + 2) by ring, show 1 - k - 1 = -k by ring, zpow_neg, zpow_neg]
  push_cast
  ring
```

Choosing the constants now selects a channel. When both gradients raise the rank, or both lower it, one of the two terms has a zero factor and a single product of powers survives.

```lean
/-- The two equal-rank channels: both gradients raising the rank, and both lowering it,
each leave a single product of powers. -/
theorem equal_rank_channels (k : ℤ) {r s : ℝ} (hr : r ≠ 0) (hs : s ≠ 0) :
    twoGrad (-k) (-k) (r12Inner k) r s
        = -(2 * (2 * k + 1) / (2 * k + 3)) * (r ^ (k + 1) / s ^ (k + 2)) ∧
      twoGrad (k + 1) (k + 1) (r12Inner k) r s
        = -(2 * (2 * k + 1) / (2 * k - 1)) * (r ^ (k - 1) / s ^ k) := by
  constructor
  · rw [twoGrad_r12Inner k _ _ hr hs]
    ring
  · rw [twoGrad_r12Inner k _ _ hr hs]
    ring
```

The mixed channels come next, still with \(r\) in the inner position. In the first, the factors \(2k+3\) and \(2k-1\) must cancel against the denominators. The proof shows by `omega` that these integers are nonzero, and `linear_combination` uses the resulting identities `ha` and `hb`. In the second channel both terms have a zero factor, and `ring` suffices.

```lean
/-- The two mixed channels: lowering the rank at the inner radius and raising it at the outer
one gives a difference of two multipole kernels, and the opposite assignment gives zero. -/
theorem mixed_rank_channels (k : ℤ) {r s : ℝ} (hr : r ≠ 0) (hs : s ≠ 0) :
    twoGrad (k + 1) (-k) (r12Inner k) r s
        = (2 * k + 1) * (r ^ (k - 1) / s ^ k - r ^ (k + 1) / s ^ (k + 2)) ∧
      twoGrad (-k) (k + 1) (r12Inner k) r s = 0 := by
  -- the denominators are odd integers, hence nonzero
  have h3 : (2 * (k : ℝ) + 3) ≠ 0 := by
    have : 2 * k + 3 ≠ 0 := by omega
    exact_mod_cast this
  have h1 : (2 * (k : ℝ) - 1) ≠ 0 := by
    have : 2 * k - 1 ≠ 0 := by omega
    exact_mod_cast this
  have ha := mul_inv_cancel₀ h3
  have hb := mul_inv_cancel₀ h1
  constructor
  · rw [twoGrad_r12Inner k _ _ hr hs]
    linear_combination (-(2 * (k : ℝ) + 1)) * (r ^ (k + 1) / s ^ (k + 2)) * ha
      + (2 * (k : ℝ) + 1) * (r ^ (k - 1) / s ^ k) * hb
  · rw [twoGrad_r12Inner k _ _ hr hs]
    ring
```

## Electrons in either order

The final theorem concerns `r12Radial`, for positive and distinct radii. Its `if r < s` is the case distinction of the claim. The proof splits on which electron is inside, replaces the minimum and maximum by the branch that applies nearby, and evaluates. For \(r<s\) the value comes from `mixed_rank_channels`; for \(s<r\) the rule for two products of powers produces the two zero factors found above.

```lean
/-- The radial kernel with the rank lowered at `r` and raised at `s`, for distinct positive radii:
it is `2 * k + 1` times a difference of two multipole kernels for `r < s`, and zero for `s < r`. -/
theorem gauge_kernel (k : ℤ) {r s : ℝ} (hr : 0 < r) (hs : 0 < s) (hrs : r ≠ s) :
    twoGrad (k + 1) (-k) (r12Radial k) r s
      = if r < s then (2 * k + 1) * (r ^ (k - 1) / s ^ k - r ^ (k + 1) / s ^ (k + 2))
        else 0 := by
  rcases lt_or_gt_of_ne hrs with hlt | hgt
  · -- near `(r, s)` the first electron is the inner one
    have h : ∀ᶠ x in 𝓝 r, ∀ᶠ y in 𝓝 s, r12Radial k x y = r12Inner k x y := by
      filter_upwards [eventually_lt_nhds hlt] with x hx
      filter_upwards [eventually_gt_nhds hx] with y hy
      rw [r12Radial, min_eq_left hy.le, max_eq_right hy.le]
    rw [if_pos hlt, twoGrad_congr _ _ h]
    exact (mixed_rank_channels k hr.ne' hs.ne').1
  · -- near `(r, s)` the second electron is the inner one
    have h : ∀ᶠ x in 𝓝 r, ∀ᶠ y in 𝓝 s, r12Radial k x y
        = 1 / (2 * (k : ℝ) + 3) * x ^ (-(k + 1)) * y ^ (k + 2)
          + -(1 / (2 * (k : ℝ) - 1)) * x ^ (1 - k) * y ^ k := by
      filter_upwards [eventually_gt_nhds hgt] with x hx
      filter_upwards [eventually_lt_nhds hx] with y hy
      rw [r12Radial, min_eq_right hy.le, max_eq_left hy.le, r12Inner_eq]
      ring
    rw [if_neg (not_lt_of_ge hgt.le), twoGrad_congr _ _ h,
      twoGrad_two_monomials _ _ _ _ _ _ _ _ hr.ne' hs.ne']
    push_cast
    ring

end

end BreitGaugeKernel
```

```lean
#print axioms BreitGaugeKernel.equal_rank_channels
#print axioms BreitGaugeKernel.gauge_kernel
```

```
'BreitGaugeKernel.equal_rank_channels' depends on axioms: [propext, Classical.choice, Quot.sound]
'BreitGaugeKernel.gauge_kernel' depends on axioms: [propext, Classical.choice, Quot.sound]
```

The theorem gives the radial kernel only. The angular coefficients, the Dirac matrices and the integrals over orbitals do not enter it. The line \(r=s\) is excluded, though the two expressions both tend to zero there.

## Neighbourhoods that may depend on the first radius

The proof turns on the filter statement `∀ᶠ x in 𝓝 r, ∀ᶠ y in 𝓝 s, ...`. Here `∀ᶠ x in 𝓝 r` means "for all \(x\) in some neighbourhood of \(r\)". Equality of two functions at the single point \((r,s)\) says nothing about their derivatives, so a statement about nearby points is needed.

The nesting follows the order of differentiation. For each \(x\) near \(r\), the derivative in the second radius requires agreement only for \(y\) near \(s\), and how near may depend on \(x\). In the case \(r<s\), the proof first restricts to \(x<s\) and then, with \(x\) fixed, to \(y>x\). Both conditions are open, so `eventually_lt_nhds` and `eventually_gt_nhds` supply them directly, and no explicit distance \(\varepsilon\) has to be chosen. The command `filter_upwards` then reduces the goal to a single pair \((x,y)\) with \(x<y\), where the minimum is \(x\) and the maximum is \(y\).

## Starting from vectors in space

A different model would begin with two position vectors in three-dimensional space, define \(r_{12}\) as their Euclidean distance, and apply the actual gradients. The multipole expansion and the splitting of a gradient into ranks \(k-1\) and \(k+1\) would then have to be proved, and the angular coefficients would appear in the result. Such a theorem would reach the gauge term itself. One route to it would use spherical harmonics and differentiate an infinite series term by term. The radial model keeps to the step at which the one-sidedness arises, and there the argument rests on derivatives of powers and the locality of the operators.
